# Midpoint and Equal-Time Values Bracket the Integrated Imaginary-Time Autocorrelation of a Finite-Dimensional Quantum System in Thermal Equilibrium

## A magnet in a weak static field

Let a magnet with Hamiltonian $H$ be in equilibrium at inverse temperature $\beta>0$, in units with $k_B=\hbar=1$. A weak static field $B$ changes $H$ to $H-BM$, where $M$ is the magnetic moment along the field. The derivative of the equilibrium value $\langle M\rangle$ with respect to $B$, at $B=0$, is $\int_0^\beta C(t)\,dt-\beta\langle M\rangle^2$, where

$$C(t)=\operatorname{Tr}(\rho\,e^{tH}Me^{-tH}M),\qquad \rho=e^{-\beta H}/\operatorname{Tr}e^{-\beta H}.$$

How much does $C$ at a single imaginary time say about the integral? For Hermitian matrices $H$ and $M$,

$$\beta C(\beta/2)\le\int_0^\beta C(t)\,dt\le\beta C(0),$$

and either inequality is an equality exactly when $HM=MH$. In a simulation of a finite quantum model, exact values of $C$ at two times therefore bound the integral. Subtracting $\beta\langle M\rangle^2$ shifts all three quantities equally.

## Sum over pairs of levels

By the spectral theorem, $H=U\operatorname{diag}(E)U^*$ with $U$ unitary and $E$ the real vector of energy levels. Put $A=U^*MU$ and $Z=\sum_k e^{-\beta E_k}$. Since $A_{mn}A_{nm}=|A_{mn}|^2$,

$$C(t)=\frac1Z\sum_{m,n}|A_{mn}|^2e^{-\beta E_m+t(E_m-E_n)}.$$

The exponent equals $-\beta(E_m+E_n)/2+(t-\beta/2)(E_m-E_n)$. Averaging the sum with its copy under $m\leftrightarrow n$ gives

$$C(t)=\sum_{m,n}w_{mn}\cosh\big((t-\tfrac\beta2)(E_m-E_n)\big),\qquad w_{mn}=\frac{|A_{mn}|^2e^{-\beta(E_m+E_n)/2}}{Z}\ge0.$$

## Bounds and equality

Put $a=E_m-E_n$. On $[0,\beta]$ we have $|t-\beta/2|\le\beta/2$, so $1\le\cosh((t-\beta/2)a)\le\cosh(\beta a/2)$. Integration gives

$$\beta\le\int_0^\beta\cosh((t-\tfrac\beta2)a)\,dt\le\beta\cosh(\beta a/2).$$

If $a\ne0$, both inequalities are strict: the integrand is continuous, exceeds $1$ at $t=0$ and lies below $\cosh(\beta a/2)$ at $t=\beta/2$. Multiplying by $w_{mn}$ and summing proves the bracket.

Equality on either side forces equality in every term, so $A_{mn}=0$ or $E_m=E_n$ for each pair. In the eigenbasis, $HM-MH$ has elements $(E_m-E_n)A_{mn}$, so this condition is $HM=MH$.

## A spin in a transverse field

For $H=h\sigma_z$ and $M=\sigma_x$, the levels are $\pm h$ and $Z=2\cosh(\beta h)$. The two off-diagonal pairs each have weight $1/Z$, hence

$$C(t)=\frac{\cosh((\beta-2t)h)}{\cosh(\beta h)},\qquad \int_0^\beta C(t)\,dt=\frac{\tanh(\beta h)}h\quad(h\ne0),$$

because $\int_0^\beta\cosh((\beta-2t)h)\,dt=\sinh(\beta h)/h$. The bracket reads $\beta/\cosh(\beta h)\le\tanh(\beta h)/h\le\beta$.

## Reading the Lean statement

The finite type `ι` labels basis states, `gibbs β H` is $\rho$, and `corr β H M t` is $C(t)$, built from matrix exponentials. The main theorem, `static_response_bracket`, assumes `H.IsHermitian`, `M.IsHermitian`, `0 < β` and at least one state. Its four clauses are the two inequalities and their equality conditions.

Since `corr` is complex-valued, `≤` is the order on `ℂ`: it compares real parts and requires equal imaginary parts. The theorem concerns the integral of $C$ itself, which the docstrings call the integrated response; it equals the field derivative only when $\langle M\rangle=0$. The identity linking the two, a standard result of perturbation theory, is not formalised here. Infinite-dimensional systems and sampling errors lie beyond its scope.

```lean
import Mathlib

open Matrix
open scoped ComplexOrder

namespace ImaginaryTimeSusceptibility

noncomputable section

variable {ι : Type*} [Fintype ι] [DecidableEq ι]

/-- The Gibbs state `exp(-βH) / Tr exp(-βH)`, for matrices `H` whose partition function
`Tr exp(-βH)` is nonzero. -/
def gibbs (β : ℝ) (H : Matrix ι ι ℂ) : Matrix ι ι ℂ :=
  (trace (NormedSpace.exp ((-β) • H)))⁻¹ • NormedSpace.exp ((-β) • H)

/-- The imaginary-time correlation function `C(t) = Tr(ρ exp(tH) M exp(-tH) M)` in the Gibbs
state `ρ`, where the partition function is nonzero. -/
def corr (β : ℝ) (H M : Matrix ι ι ℂ) (t : ℝ) : ℂ :=
  trace (gibbs β H * NormedSpace.exp (t • H) * M * NormedSpace.exp ((-t) • H) * M)

/-- The weight of a pair of levels: the squared modulus of the matrix element of `A` times the
geometric mean of the two Boltzmann probabilities, for a nonempty set of levels `E`. -/
def pairWeight (β : ℝ) (E : ι → ℝ) (A : Matrix ι ι ℂ) (p : ι × ι) : ℝ :=
  Complex.normSq (A p.1 p.2) * Real.exp (-β * (E p.1 + E p.2) / 2) / ∑ k, Real.exp (-β * E k)

/-- The exponential of a real multiple of a Hamiltonian with levels `E` and eigenvector matrix
`U` is obtained by exponentiating the levels. -/
theorem exp_eigenbasis (U : Matrix ι ι ℂ) (hU : U ∈ unitaryGroup ι ℂ) (E : ι → ℝ) (c : ℝ) :
    NormedSpace.exp (c • (U * diagonal (fun i => (E i : ℂ)) * star U)) =
      U * diagonal (fun i => ((Real.exp (c * E i) : ℝ) : ℂ)) * star U := by
  have h1 : U * star U = 1 := mem_unitaryGroup_iff.1 hU
  have h2 : star U * U = 1 := mem_unitaryGroup_iff'.1 hU
  have hinv : U⁻¹ = star U := inv_eq_right_inv h1
  have hu : IsUnit U := ⟨⟨U, star U, h1, h2⟩, rfl⟩
  have hd : c • diagonal (fun i => (E i : ℂ)) = diagonal (fun i => ((c * E i : ℝ) : ℂ)) := by
    ext i j
    by_cases h : i = j
    · subst h; simp
    · simp [h]
  have he : NormedSpace.exp (diagonal (fun i => ((c * E i : ℝ) : ℂ))) =
      diagonal (fun i => ((Real.exp (c * E i) : ℝ) : ℂ)) := by
    rw [Matrix.exp_diagonal]
    congr 1
    funext i
    -- evaluation at one level is a continuous ring homomorphism
    refine (NormedSpace.map_exp (Pi.evalRingHom (fun _ : ι => ℂ) i) (continuous_apply i)
      (fun k => ((c * E k : ℝ) : ℂ))).trans ?_
    change NormedSpace.exp ((c * E i : ℝ) : ℂ) = _
    rw [← Complex.exp_eq_exp_ℂ, Complex.ofReal_exp]
  rw [← Matrix.smul_mul, ← Matrix.mul_smul, hd, ← hinv, Matrix.exp_conj _ _ hu, he]

/-- Spectral form of the correlation function: for Hermitian `M` and a Hamiltonian with levels
`E` and eigenvector matrix `U`, `C(t)` is a real sum of hyperbolic cosines centred at `β/2`. -/
theorem corr_spectral (U : Matrix ι ι ℂ) (hU : U ∈ unitaryGroup ι ℂ) (E : ι → ℝ)
    {M : Matrix ι ι ℂ} (hM : M.IsHermitian) (β t : ℝ) :
    corr β (U * diagonal (fun i => (E i : ℂ)) * star U) M t =
      ((∑ p : ι × ι, pairWeight β E (star U * M * U) p *
        Real.cosh ((t - β / 2) * (E p.1 - E p.2)) : ℝ) : ℂ) := by
  have h2 : star U * U = 1 := mem_unitaryGroup_iff'.1 hU
  have hA : (star U * M * U).IsHermitian := isHermitian_conjTranspose_mul_mul U hM
  have hZ : trace (U * diagonal (fun i => ((Real.exp (-β * E i) : ℝ) : ℂ)) * star U) =
      ((∑ k, Real.exp (-β * E k) : ℝ) : ℂ) := by
    rw [trace_mul_comm, ← mul_assoc, h2, one_mul, trace_diagonal, Complex.ofReal_sum]
  -- move the trace to the eigenbasis
  have hT : ∀ a b c : Matrix ι ι ℂ,
      trace (U * a * star U * (U * b * star U) * M * (U * c * star U) * M) =
        trace (a * b * (star U * M * U) * c * (star U * M * U)) := by
    intro a b c
    have h : U * a * star U * (U * b * star U) * M * (U * c * star U) * M =
        U * (a * (star U * U) * b * star U * M * U * c * star U * M) := by
      simp only [mul_assoc]
    rw [h, h2, trace_mul_comm]
    simp only [mul_assoc, one_mul]
  unfold corr gibbs
  rw [exp_eigenbasis U hU E (-β), exp_eigenbasis U hU E t, exp_eigenbasis U hU E (-t), hZ]
  simp only [Matrix.smul_mul, trace_smul, smul_eq_mul]
  rw [hT]
  generalize star U * M * U = A at hA ⊢
  obtain ⟨f, hf⟩ : ∃ f : ι → ι → ℝ, ∀ m n, f m n = Real.exp (-β * E m) * Real.exp (t * E m) *
      Real.exp (-t * E n) * Complex.normSq (A m n) := ⟨_, fun _ _ => rfl⟩
  have hsum : trace (diagonal (fun i => ((Real.exp (-β * E i) : ℝ) : ℂ)) *
      diagonal (fun i => ((Real.exp (t * E i) : ℝ) : ℂ)) * A *
      diagonal (fun i => ((Real.exp (-t * E i) : ℝ) : ℂ)) * A) =
      ((∑ m, ∑ n, f m n : ℝ) : ℂ) := by
    rw [diagonal_mul_diagonal, Complex.ofReal_sum]
    refine Finset.sum_congr rfl fun m _ => ?_
    rw [diag_apply, Matrix.mul_apply, Complex.ofReal_sum]
    refine Finset.sum_congr rfl fun n _ => ?_
    have hq : A m n * A n m = (Complex.normSq (A m n) : ℂ) := by
      rw [← hA.apply n m, Complex.star_def, Complex.mul_conj]
    rw [mul_diagonal, diagonal_mul, hf]
    simp only [Complex.ofReal_mul]
    rw [← hq]
    ring
  -- symmetrise in the two levels
  have hs : ∑ m, ∑ n, f m n = ∑ m, ∑ n, (f m n + f n m) / 2 := by
    have h : ∑ m, ∑ n, f m n = ∑ m, ∑ n, f n m := Finset.sum_comm
    simp only [← Finset.sum_div, Finset.sum_add_distrib]
    linarith
  rw [hsum, ← Complex.ofReal_inv, ← Complex.ofReal_mul, hs, Fintype.sum_prod_type,
    Finset.mul_sum]
  congr 1
  refine Finset.sum_congr rfl fun m _ => ?_
  rw [Finset.mul_sum]
  refine Finset.sum_congr rfl fun n _ => ?_
  have hn : Complex.normSq (A n m) = Complex.normSq (A m n) := by
    rw [← hA.apply n m, Complex.star_def, Complex.normSq_conj]
  have e1 : Real.exp (-β * E m) * Real.exp (t * E m) * Real.exp (-t * E n) =
      Real.exp (-β * (E m + E n) / 2) * Real.exp ((t - β / 2) * (E m - E n)) := by
    simp only [← Real.exp_add]
    congr 1
    ring
  have e2 : Real.exp (-β * E n) * Real.exp (t * E n) * Real.exp (-t * E m) =
      Real.exp (-β * (E m + E n) / 2) * Real.exp (-((t - β / 2) * (E m - E n))) := by
    simp only [← Real.exp_add]
    congr 1
    ring
  rw [hf, hf, hn, e1, e2]
  simp only [pairWeight, Real.cosh_eq]
  ring

/-- For one nonzero transition energy `a` and `β > 0`, the imaginary-time integral lies strictly
between its midpoint and endpoint estimates. -/
theorem mode_bracket {β a : ℝ} (hβ : 0 < β) (ha : a ≠ 0) :
    β < ∫ t in (0 : ℝ)..β, Real.cosh ((t - β / 2) * a) ∧
      ∫ t in (0 : ℝ)..β, Real.cosh ((t - β / 2) * a) < β * Real.cosh ((0 - β / 2) * a) := by
  have hc : Continuous fun t : ℝ => Real.cosh ((t - β / 2) * a) :=
    Real.continuous_cosh.comp (by fun_prop)
  have h0 : (0 - β / 2) * a ≠ 0 := mul_ne_zero (by linarith) ha
  constructor
  · have h := intervalIntegral.integral_lt_integral_of_continuousOn_of_le_of_exists_lt
      (f := fun _ => (1 : ℝ)) hβ continuousOn_const hc.continuousOn
      (fun t _ => Real.one_le_cosh _) ⟨0, ⟨le_rfl, hβ.le⟩, Real.one_lt_cosh.2 h0⟩
    simpa only [intervalIntegral.integral_const, smul_eq_mul, sub_zero, mul_one] using h
  · have h := intervalIntegral.integral_lt_integral_of_continuousOn_of_le_of_exists_lt
      (g := fun _ => Real.cosh ((0 - β / 2) * a)) hβ hc.continuousOn continuousOn_const
      (fun t ht => by
        rw [Real.cosh_le_cosh, abs_mul, abs_mul]
        refine mul_le_mul_of_nonneg_right ?_ (abs_nonneg a)
        rw [abs_of_neg (by linarith : 0 - β / 2 < 0), abs_le]
        constructor <;> linarith [ht.1, ht.2])
      ⟨β / 2, ⟨by linarith, by linarith⟩, by
        simpa only [sub_self, zero_mul, Real.cosh_zero] using Real.one_lt_cosh.2 h0⟩
    simpa only [intervalIntegral.integral_const, smul_eq_mul, sub_zero] using h

/-- For `β > 0`, a sum of hyperbolic cosines with nonnegative weights obeys the midpoint and
endpoint bounds, with equality in either exactly when each term has zero weight or energy. -/
theorem sum_bracket {κ : Type*} [Fintype κ] {β : ℝ} (hβ : 0 < β) (w a : κ → ℝ)
    (hw : ∀ i, 0 ≤ w i) :
    β * ∑ i, w i * Real.cosh ((β / 2 - β / 2) * a i) ≤
        ∫ t in (0 : ℝ)..β, ∑ i, w i * Real.cosh ((t - β / 2) * a i) ∧
      ∫ t in (0 : ℝ)..β, ∑ i, w i * Real.cosh ((t - β / 2) * a i) ≤
        β * ∑ i, w i * Real.cosh ((0 - β / 2) * a i) ∧
      (β * ∑ i, w i * Real.cosh ((β / 2 - β / 2) * a i) =
        ∫ t in (0 : ℝ)..β, ∑ i, w i * Real.cosh ((t - β / 2) * a i) ↔
          ∀ i, w i = 0 ∨ a i = 0) ∧
      (∫ t in (0 : ℝ)..β, ∑ i, w i * Real.cosh ((t - β / 2) * a i) =
        β * ∑ i, w i * Real.cosh ((0 - β / 2) * a i) ↔ ∀ i, w i = 0 ∨ a i = 0) := by
  have hI : ∫ t in (0 : ℝ)..β, ∑ i, w i * Real.cosh ((t - β / 2) * a i) =
      ∑ i, w i * ∫ t in (0 : ℝ)..β, Real.cosh ((t - β / 2) * a i) := by
    rw [intervalIntegral.integral_finsetSum]
    · simp only [intervalIntegral.integral_const_mul]
    · intro i _
      exact (continuous_const.mul
        (Real.continuous_cosh.comp (by fun_prop))).intervalIntegrable _ _
  -- compare term by term
  have key : ∀ i, (β * (w i * Real.cosh ((β / 2 - β / 2) * a i)) ≤
        w i * ∫ t in (0 : ℝ)..β, Real.cosh ((t - β / 2) * a i)) ∧
      (w i * ∫ t in (0 : ℝ)..β, Real.cosh ((t - β / 2) * a i) ≤
        β * (w i * Real.cosh ((0 - β / 2) * a i))) ∧
      (β * (w i * Real.cosh ((β / 2 - β / 2) * a i)) =
        w i * ∫ t in (0 : ℝ)..β, Real.cosh ((t - β / 2) * a i) ↔ w i = 0 ∨ a i = 0) ∧
      (w i * ∫ t in (0 : ℝ)..β, Real.cosh ((t - β / 2) * a i) =
        β * (w i * Real.cosh ((0 - β / 2) * a i)) ↔ w i = 0 ∨ a i = 0) := by
    intro i
    rcases eq_or_ne (a i) 0 with h | h
    · simp [h, mul_comm]
    rcases (hw i).eq_or_lt with h' | h'
    · simp [← h']
    obtain ⟨l, r⟩ := mode_bracket hβ h
    have l' := mul_lt_mul_of_pos_left l h'
    have r' := mul_lt_mul_of_pos_left r h'
    have hno : ¬(w i = 0 ∨ a i = 0) := by simp [h, h'.ne']
    rw [sub_self, zero_mul, Real.cosh_zero]
    exact ⟨by linarith, by linarith, iff_of_false (by intro e; linarith) hno,
      iff_of_false (by intro e; linarith) hno⟩
  rw [hI, Finset.mul_sum, Finset.mul_sum]
  refine ⟨Finset.sum_le_sum fun i _ => (key i).1, Finset.sum_le_sum fun i _ => (key i).2.1,
    ?_, ?_⟩
  · rw [Finset.sum_eq_sum_iff_of_le fun i _ => (key i).1]
    exact ⟨fun h i => (key i).2.2.1.1 (h i (Finset.mem_univ i)),
      fun h i _ => (key i).2.2.1.2 (h i)⟩
  · rw [Finset.sum_eq_sum_iff_of_le fun i _ => (key i).2.1]
    exact ⟨fun h i => (key i).2.2.2.1 (h i (Finset.mem_univ i)),
      fun h i _ => (key i).2.2.2.2 (h i)⟩

/-- An observable commutes with a Hamiltonian with levels `E` and eigenvector matrix `U` exactly
when it has no matrix elements between levels of different energy. -/
theorem commute_iff_levels (U : Matrix ι ι ℂ) (hU : U ∈ unitaryGroup ι ℂ) (E : ι → ℝ)
    (M : Matrix ι ι ℂ) :
    U * diagonal (fun i => (E i : ℂ)) * star U * M =
        M * (U * diagonal (fun i => (E i : ℂ)) * star U) ↔
      ∀ m n, (star U * M * U) m n = 0 ∨ E m - E n = 0 := by
  have h1 : U * star U = 1 := mem_unitaryGroup_iff.1 hU
  have h2 : star U * U = 1 := mem_unitaryGroup_iff'.1 hU
  have hD : diagonal (fun i => (E i : ℂ)) * (star U * M * U) =
      (star U * M * U) * diagonal (fun i => (E i : ℂ)) ↔
      ∀ m n, (star U * M * U) m n = 0 ∨ E m - E n = 0 := by
    rw [← Matrix.ext_iff]
    refine forall_congr' fun m => forall_congr' fun n => ?_
    rw [diagonal_mul, mul_diagonal, mul_comm, mul_eq_mul_left_iff, Complex.ofReal_inj,
      sub_eq_zero, or_comm]
  rw [← hD]
  generalize diagonal (fun i => (E i : ℂ)) = D
  constructor
  · intro h
    calc D * (star U * M * U) = (star U * U) * D * (star U * M * U) := by rw [h2, one_mul]
      _ = star U * (U * D * star U * M) * U := by simp only [mul_assoc]
      _ = star U * (M * (U * D * star U)) * U := by rw [h]
      _ = star U * M * U * D * (star U * U) := by simp only [mul_assoc]
      _ = star U * M * U * D := by rw [h2, mul_one]
  · intro h
    calc U * D * star U * M = U * D * star U * M * (U * star U) := by rw [h1, mul_one]
      _ = U * (D * (star U * M * U)) * star U := by simp only [mul_assoc]
      _ = U * (star U * M * U * D) * star U := by rw [h]
      _ = (U * star U) * M * (U * D * star U) := by simp only [mul_assoc]
      _ = M * (U * D * star U) := by rw [h1, one_mul]

/-- For Hermitian `H`, `M` of size at least 1 and `β > 0`, the midpoint and equal-time estimators
bracket the integrated response, and either one is exact if and only if `HM = MH`. -/
theorem static_response_bracket [Nonempty ι] {H M : Matrix ι ι ℂ} (hH : H.IsHermitian)
    (hM : M.IsHermitian) {β : ℝ} (hβ : 0 < β) :
    (β : ℂ) * corr β H M (β / 2) ≤ ∫ t in (0 : ℝ)..β, corr β H M t ∧
      ∫ t in (0 : ℝ)..β, corr β H M t ≤ (β : ℂ) * corr β H M 0 ∧
      ((β : ℂ) * corr β H M (β / 2) = ∫ t in (0 : ℝ)..β, corr β H M t ↔ H * M = M * H) ∧
      (∫ t in (0 : ℝ)..β, corr β H M t = (β : ℂ) * corr β H M 0 ↔ H * M = M * H) := by
  obtain ⟨U, hU, E, hE⟩ : ∃ U ∈ unitaryGroup ι ℂ, ∃ E : ι → ℝ,
      H = U * diagonal (fun i => (E i : ℂ)) * star U := by
    have h := hH.spectral_theorem
    rw [Unitary.conjStarAlgAut_apply] at h
    exact ⟨hH.eigenvectorUnitary, hH.eigenvectorUnitary.2, hH.eigenvalues, h⟩
  have hZ : 0 < ∑ k, Real.exp (-β * E k) :=
    Finset.sum_pos (fun k _ => Real.exp_pos _) Finset.univ_nonempty
  have hw : ∀ p, 0 ≤ pairWeight β E (star U * M * U) p := fun p =>
    div_nonneg (mul_nonneg (Complex.normSq_nonneg _) (Real.exp_pos _).le) hZ.le
  -- a pair has zero weight exactly when its matrix element vanishes
  have hcomm : (∀ p : ι × ι, pairWeight β E (star U * M * U) p = 0 ∨ E p.1 - E p.2 = 0) ↔
      H * M = M * H := by
    rw [hE, commute_iff_levels U hU E M, Prod.forall]
    refine forall_congr' fun m => forall_congr' fun n => or_congr_left ?_
    simp only [pairWeight, div_eq_zero_iff, mul_eq_zero, Complex.normSq_eq_zero,
      Real.exp_ne_zero, hZ.ne', or_false]
  have hC : ∀ t, corr β H M t = ((∑ p : ι × ι, pairWeight β E (star U * M * U) p *
      Real.cosh ((t - β / 2) * (E p.1 - E p.2)) : ℝ) : ℂ) := by
    intro t
    rw [hE]
    exact corr_spectral U hU E hM β t
  obtain ⟨b1, b2, b3, b4⟩ := sum_bracket hβ _ (fun p : ι × ι => E p.1 - E p.2) hw
  simp only [hC, intervalIntegral.integral_ofReal, ← Complex.ofReal_mul, Complex.real_le_real,
    Complex.ofReal_inj]
  exact ⟨b1, b2, b3.trans hcomm, b4.trans hcomm⟩

/-- For a spin with `H = h σ_z` and `M = σ_x`, the correlation function is
`C(t) = cosh((β - 2t)h) / cosh(βh)`. -/
theorem transverse_spin_corr (β h t : ℝ) :
    corr β !![(h : ℂ), 0; 0, -(h : ℂ)] !![0, 1; 1, 0] t =
      ((Real.cosh ((β - 2 * t) * h) / Real.cosh (β * h) : ℝ) : ℂ) := by
  have hH : !![(h : ℂ), 0; 0, -(h : ℂ)] =
      1 * diagonal (fun i => ((![h, -h] i : ℝ) : ℂ)) * star 1 := by
    ext i j
    fin_cases i <;> fin_cases j <;> simp
  have hM : (!![0, 1; 1, 0] : Matrix (Fin 2) (Fin 2) ℂ).IsHermitian := by
    ext i j
    fin_cases i <;> fin_cases j <;> simp
  have c1 : Real.cosh ((t - β / 2) * (h - -h)) = Real.cosh ((β - 2 * t) * h) := by
    rw [← Real.cosh_neg]
    congr 1
    ring
  have c2 : Real.cosh ((t - β / 2) * (-h - h)) = Real.cosh ((β - 2 * t) * h) := by
    congr 1
    ring
  have hZ : Real.exp (-β * h) + Real.exp (-β * -h) = 2 * Real.cosh (β * h) := by
    rw [Real.cosh_eq, neg_mul_neg, neg_mul]
    ring
  rw [hH, corr_spectral 1 (one_mem _) _ hM, Fintype.sum_prod_type]
  congr 1
  simp only [Fin.sum_univ_two, pairWeight, star_one, one_mul, mul_one, Matrix.of_apply,
    Matrix.cons_val', Matrix.cons_val_zero, Matrix.cons_val_one, Matrix.cons_val_fin_one]
  rw [c1, c2, hZ]
  simp only [map_zero, map_one, zero_mul, zero_div, one_mul, add_neg_cancel, neg_add_cancel,
    mul_zero, Real.exp_zero, zero_add, add_zero]
  ring

/-- For a spin with `H = h σ_z`, `h ≠ 0`, and `M = σ_x`, the integrated response is
`tanh(βh) / h`. -/
theorem transverse_spin_response (β : ℝ) {h : ℝ} (hh : h ≠ 0) :
    ∫ t in (0 : ℝ)..β, corr β !![(h : ℂ), 0; 0, -(h : ℂ)] !![0, 1; 1, 0] t =
      ((Real.tanh (β * h) / h : ℝ) : ℂ) := by
  have hc : Real.cosh (β * h) ≠ 0 := (Real.cosh_pos _).ne'
  simp only [transverse_spin_corr, intervalIntegral.integral_ofReal]
  congr 1
  have hd : ∀ t : ℝ, HasDerivAt
      (fun s : ℝ => -Real.sinh ((β - 2 * s) * h) / (2 * h * Real.cosh (β * h)))
      (Real.cosh ((β - 2 * t) * h) / Real.cosh (β * h)) t := by
    intro t
    have hi : HasDerivAt (fun s : ℝ => (β - 2 * s) * h) (-(2 * 1) * h) t :=
      (((hasDerivAt_id t).const_mul 2).const_sub β).mul_const h
    refine (hi.sinh.fun_neg.div_const (2 * h * Real.cosh (β * h))).congr_deriv ?_
    field_simp
  have hcont : Continuous fun t : ℝ => Real.cosh ((β - 2 * t) * h) / Real.cosh (β * h) :=
    (Real.continuous_cosh.comp (by fun_prop)).div_const _
  rw [intervalIntegral.integral_eq_sub_of_hasDerivAt (fun t _ => hd t)
    (hcont.intervalIntegrable _ _)]
  have e1 : (β - 2 * β) * h = -(β * h) := by ring
  have e2 : (β - 2 * 0) * h = β * h := by ring
  rw [e1, e2, Real.sinh_neg, Real.tanh_eq_sinh_div_cosh]
  field_simp
  ring

end

end ImaginaryTimeSusceptibility
```

```lean
#print axioms ImaginaryTimeSusceptibility.static_response_bracket
#print axioms ImaginaryTimeSusceptibility.transverse_spin_response
```

```
'ImaginaryTimeSusceptibility.static_response_bracket' depends on axioms: [propext, Classical.choice, Quot.sound]
'ImaginaryTimeSusceptibility.transverse_spin_response' depends on axioms: [propext, Classical.choice, Quot.sound]
```

## From matrices to scalar inequalities

`exp_eigenbasis` exponentiates $H$ level by level. In `corr_spectral`, `hT` moves the trace to the eigenbasis, `hsum` writes it as a double sum, and `hs` symmetrises it; `e1` and `e2` rearrange the exponents. The summand is then `pairWeight` times a hyperbolic cosine.

`mode_bracket` proves the strict bounds for one nonzero $a$, using the same two points, $t=0$ and $t=\beta/2$. `sum_bracket` exchanges sum and integral, and its `key` step treats zero energy difference, zero weight and the strict case separately. `Finset.sum_eq_sum_iff_of_le` turns equality of the sums into equality of every term.

`commute_iff_levels` translates the condition on matrix elements into commutation. The main theorem takes $U$ and $E$ from the spectral theorem and combines these results.

For the spin, `transverse_spin_corr` applies the spectral formula with $U=1$, and `transverse_spin_response` integrates using an explicit antiderivative proportional to $\sinh((\beta-2t)h)$.
